# The damping factor exp(−2πh/d) is below one for positive broadening and level spacing

For a level spacing d and a broadening h, the damping factor is defined as q = exp(−2πh/d). The lemma states that q < 1 whenever the real numbers d and h are both positive. It concerns this explicit formula alone; no Hamiltonian or spectrum enters the statement. The attempt shows that the exponent is negative, being a negative numerator over a positive denominator, and then seeks to conclude that its exponential is less than one.

In Lean, a first try:

```lean
import Mathlib

open Complex Filter Topology
open scoped Real

namespace DampingLtOne

noncomputable section

/-- The damping factor `q = exp (-2 π h / d)` for broadening `h` and level spacing `d ≠ 0`. -/
def damping (d h : ℝ) : ℝ := Real.exp (-2 * π * h / d)

/-- For positive spacing and positive broadening the damping factor is below one. -/
theorem damping_lt_one {d h : ℝ} (hd : 0 < d) (hh : 0 < h) : damping d h < 1 :=
  Real.exp_lt_one (div_neg_of_neg_of_pos (by nlinarith [mul_pos Real.pi_pos hh]) hd)

end

end DampingLtOne
```

Compiling this gives:

```
Main.lean:15:2: error(lean.unknownIdentifier): Unknown constant `Real.exp_lt_one`
```

What went wrong. The message says that Lean knows no constant called `Real.exp_lt_one`. The proof relied on that name for its outermost step, from a negative exponent to an exponential below one, so it failed there. The message raises no objection to the mathematics.

The repair uses `Real.exp_lt_one_iff`, which states the same fact as an equivalence: the exponential of x is less than one exactly when x is negative. Since an equivalence is not itself the one-way implication needed here, `.mpr` selects the direction from right to left, which takes a proof that the exponent is negative and returns the desired bound.

The argument supplied to it, built with `div_neg_of_neg_of_pos` and `nlinarith`, is unchanged. Moving it to a new line is mere tidying.

After these edits no error is left:

```diff
@@ -13,5 +13,6 @@
 /-- For positive spacing and positive broadening the damping factor is below one. -/
 theorem damping_lt_one {d h : ℝ} (hd : 0 < d) (hh : 0 < h) : damping d h < 1 :=
-  Real.exp_lt_one (div_neg_of_neg_of_pos (by nlinarith [mul_pos Real.pi_pos hh]) hd)
+  Real.exp_lt_one_iff.mpr
+    (div_neg_of_neg_of_pos (by nlinarith [mul_pos Real.pi_pos hh]) hd)
 
 end
```
